# At fixed momentum, the free Dirac energy without rest energy tends to the Schrödinger value, with first correction $-p^4/(8c^2)$

## Units, momentum and energy

Atomic units are used, with $\hbar = 1$ and electron mass 1, and $c$ is the speed of light. A free electron has momentum $p = (p_0, p_1, p_2)$, where the indices 0, 1, 2 stand for $x$, $y$, $z$. The real number $q$ satisfies $q^2 = p_0^2 + p_1^2 + p_2^2$, so $q$ plays the part of the scalar that textbooks usually call $p$. Its sign is irrelevant. The electron's energy with the rest energy $c^2$ removed is

$$E(c) = \sqrt{c^4 + c^2 q^2} - c^2 .$$

How does this energy approach the Schrödinger kinetic energy $q^2/2$ when $c$ grows at fixed $q$, and what is the leading deviation? Letting $c$ grow in these units describes an electron that is slow compared with light.

The energy formula comes from the free Dirac Hamiltonian at momentum $p$. In blocks of upper and lower two-component spinors it reads

$$H = \begin{pmatrix} c^2 & c\,\sigma\cdot p \\ c\,\sigma\cdot p & -c^2 \end{pmatrix}, \qquad
\sigma\cdot p = \begin{pmatrix} p_2 & p_0 - i p_1 \\ p_0 + i p_1 & -p_2 \end{pmatrix}.$$

## What the theorems say

In Lean, `sigmaDot p` is $\sigma\cdot p$, `freeDirac c p` is $H$, and `diracEnergy c q` is $E(c)$. The momentum is a function `p : Fin 3 → ℝ`. Spinor components are indexed by `Fin 2 ⊕ Fin 2`, with `Sum.inl` for the upper pair and `Sum.inr` for the lower pair. The hypothesis `hq` says that $q^2$ is the squared length of $p$.

- `positive_eigenvalue_iff`: a positive number $\mu$ is an eigenvalue of $H$ exactly when $\mu = c^2 + E(c)$. Being an eigenvalue means that some nonzero complex spinor $\psi$ satisfies $H\psi = \mu\psi$. Multiplicity is not addressed.
- `nonrelativistic_limit`: for every real $q$, as $c \to \infty$ through the reals, $E(c) \to q^2/2$ and $c^2\,(E(c) - q^2/2) \to -q^4/8$.
- `second_correction`: $c^2\left[c^2\,(E(c) - q^2/2) + q^4/8\right] \to q^6/16$.

The term $-q^4/(8c^2)$ is the mass-velocity term of the Breit–Pauli Hamiltonian, obtained here for a free electron only. With no potential there is no spin-orbit or Darwin term, and nothing is said about Coulomb bound states.

The step left to the reader is the passage from the Dirac differential operator to the matrix $H$, by letting it act on plane waves of momentum $p$.

## The spectrum from the square of the Hamiltonian

The diagonal entries of $(\sigma\cdot p)^2$ are both $p_2^2 + (p_0 - i p_1)(p_0 + i p_1) = q^2$. The off-diagonal entries cancel, for instance $p_2(p_0 - i p_1) - (p_0 - i p_1)p_2 = 0$. Hence $(\sigma\cdot p)^2 = q^2$.

In $H^2$ each diagonal block is $c^4 + c^2(\sigma\cdot p)^2$, and the off-diagonal blocks are $c^3\sigma\cdot p - c^3\sigma\cdot p = 0$. Therefore

$$H^2 = c^4 + c^2q^2 .$$

If $H\psi = \mu\psi$ with $\psi \neq 0$, then applying $H$ again gives $\mu^2 = c^4 + c^2q^2$. For $\mu > 0$ this means $\mu = \sqrt{c^4 + c^2q^2} = c^2 + E(c)$.

Conversely, let $\mu > 0$ have this value, and let $e$ be the first upper basis spinor. Put $\psi = (H + \mu)e$. Then

$$H\psi = H^2e + \mu He = \mu^2 e + \mu He = \mu\psi .$$

The first component of $\psi$ is $c^2 + \mu > 0$, so $\psi \neq 0$. This vector is not normalised. Its squared norm is $(c^2+\mu)^2 + c^2q^2 = 2\mu(\mu + c^2)$, so the unit eigenvector is $\psi/\sqrt{2\mu(\mu + c^2)}$.

## An exact identity and the limits

Write $E$ for $E(c)$. Squaring $E + c^2 = \sqrt{c^4 + c^2q^2}$ gives $E^2 + 2c^2E = c^2q^2$. Half of this equation, rearranged, is

$$c^2\left(E - \frac{q^2}{2}\right) = -\frac{E^2}{2},$$

which holds at every $c$.

Since $\sqrt{c^4 + c^2q^2} \ge c^2$, we have $E \ge 0$. For $c \neq 0$ the identity shows that $E \le q^2/2$. Squaring gives $E^2 \le q^4/4$, and inserting this into the identity gives $c^2(q^2/2 - E) \le q^4/8$. Together,

$$\frac{q^2}{2} - \frac{q^4}{8c^2} \le E \le \frac{q^2}{2} .$$

Both bounds tend to $q^2/2$, so $E \to q^2/2$. The right side of the identity then tends to $-(q^2/2)^2/2 = -q^4/8$, which is the first correction.

For the next coefficient, set $D = c^2(E - q^2/2) = -E^2/2$. Then

$$c^2\left(D + \frac{q^4}{8}\right) = -\frac{c^2}{2}\left(E - \frac{q^2}{2}\right)\left(E + \frac{q^2}{2}\right) = -\frac{D}{2}\left(E + \frac{q^2}{2}\right) \to \frac{q^4}{16}\,q^2 = \frac{q^6}{16} .$$

## An electron at rest, and negative energies

At $q = 0$ the energy $E$ vanishes for every $c$, and so do all the limits.

The same case shows why the eigenvalue theorem needs a condition on the sign of $\mu$. Take $p = 0$, $q = 0$ and $c = 1$. Then $H$ is diagonal with entries $1, 1, -1, -1$, so $\mu = -1$ is an eigenvalue, whereas $c^2 + E = 1$. The stated equivalence can therefore fail for negative $\mu$. At $\mu = 0$ it would still hold, since both sides then say that $c = 0$.

## The Lean file

```lean
import Mathlib

open Matrix Filter Topology

namespace FreeDiracLimit

noncomputable section

/-- The matrix `σ·p` of the Pauli matrices contracted with a momentum vector `p`. -/
def sigmaDot (p : Fin 3 → ℝ) : Matrix (Fin 2) (Fin 2) ℂ :=
  !![(p 2 : ℂ), (p 0 : ℂ) - Complex.I * (p 1 : ℂ);
     (p 0 : ℂ) + Complex.I * (p 1 : ℂ), -(p 2 : ℂ)]

/-- The free Dirac Hamiltonian at momentum `p` and speed of light `c`, for unit mass,
in blocks of upper and lower two-component spinors. -/
def freeDirac (c : ℝ) (p : Fin 3 → ℝ) : Matrix (Fin 2 ⊕ Fin 2) (Fin 2 ⊕ Fin 2) ℂ :=
  fromBlocks ((c : ℂ) ^ 2 • 1) ((c : ℂ) • sigmaDot p)
    ((c : ℂ) • sigmaDot p) ((-(c : ℂ) ^ 2) • 1)

/-- The free Dirac energy at momentum `q`, with the rest energy `c²` removed. -/
def diracEnergy (c q : ℝ) : ℝ := √(c ^ 4 + c ^ 2 * q ^ 2) - c ^ 2

/-- The square of `σ·p` is the squared length of the momentum times the identity. -/
theorem sigmaDot_sq (p : Fin 3 → ℝ) (q : ℝ) (hq : q ^ 2 = p 0 ^ 2 + p 1 ^ 2 + p 2 ^ 2) :
    sigmaDot p * sigmaDot p = (q : ℂ) ^ 2 • 1 := by
  have hqc : (q : ℂ) ^ 2 = (p 0 : ℂ) ^ 2 + (p 1 : ℂ) ^ 2 + (p 2 : ℂ) ^ 2 := by
    exact_mod_cast hq
  rw [hqc]
  ext i j
  fin_cases i <;> fin_cases j
  · simp [sigmaDot, Matrix.mul_apply, Fin.sum_univ_two]
    linear_combination (-(p 1 : ℂ) ^ 2) * Complex.I_sq
  · simp [sigmaDot, Matrix.mul_apply, Fin.sum_univ_two]
    ring
  · simp [sigmaDot, Matrix.mul_apply, Fin.sum_univ_two]
    ring
  · simp [sigmaDot, Matrix.mul_apply, Fin.sum_univ_two]
    linear_combination (-(p 1 : ℂ) ^ 2) * Complex.I_sq

/-- The square of the free Dirac Hamiltonian is `c⁴ + c²q²` times the identity,
where `q²` is the squared length of the momentum. -/
theorem freeDirac_sq (c : ℝ) (p : Fin 3 → ℝ) (q : ℝ)
    (hq : q ^ 2 = p 0 ^ 2 + p 1 ^ 2 + p 2 ^ 2) :
    freeDirac c p * freeDirac c p = ((c : ℂ) ^ 4 + (c : ℂ) ^ 2 * (q : ℂ) ^ 2) • 1 := by
  unfold freeDirac
  rw [fromBlocks_multiply, ← fromBlocks_one, fromBlocks_smul]
  refine Matrix.fromBlocks_inj.2 ⟨?_, ?_, ?_, ?_⟩ <;>
    simp only [Matrix.smul_mul, Matrix.mul_smul, Matrix.one_mul, Matrix.mul_one,
      sigmaDot_sq p q hq] <;>
    module

/-- The energy without rest energy solves the quadratic equation `E² + 2c²E = c²q²`. -/
theorem diracEnergy_quadratic (c q : ℝ) :
    diracEnergy c q ^ 2 + 2 * c ^ 2 * diracEnergy c q = c ^ 2 * q ^ 2 := by
  have h := Real.sq_sqrt (show 0 ≤ c ^ 4 + c ^ 2 * q ^ 2 by positivity)
  unfold diracEnergy
  linear_combination h

/-- A positive number is an eigenvalue of the free Dirac Hamiltonian exactly when it is the
rest energy `c²` plus `diracEnergy c q`, where `q²` is the squared length of the momentum. -/
theorem positive_eigenvalue_iff (c : ℝ) (p : Fin 3 → ℝ) (q μ : ℝ)
    (hq : q ^ 2 = p 0 ^ 2 + p 1 ^ 2 + p 2 ^ 2) (hμ : 0 < μ) :
    (∃ ψ : Fin 2 ⊕ Fin 2 → ℂ, ψ ≠ 0 ∧ freeDirac c p *ᵥ ψ = (μ : ℂ) • ψ) ↔
      μ = c ^ 2 + diracEnergy c q := by
  have hsq : ∀ v : Fin 2 ⊕ Fin 2 → ℂ, freeDirac c p *ᵥ (freeDirac c p *ᵥ v) =
      ((c : ℂ) ^ 4 + (c : ℂ) ^ 2 * (q : ℂ) ^ 2) • v := by
    intro v
    rw [Matrix.mulVec_mulVec, freeDirac_sq c p q hq, Matrix.smul_mulVec, Matrix.one_mulVec]
  constructor
  · rintro ⟨ψ, hne, hψ⟩
    -- applying the Hamiltonian twice fixes the square of the eigenvalue
    have h := hsq ψ
    rw [hψ, Matrix.mulVec_smul, hψ, smul_smul] at h
    have hc : (μ : ℂ) * μ = (c : ℂ) ^ 4 + (c : ℂ) ^ 2 * (q : ℂ) ^ 2 :=
      smul_left_injective ℂ hne h
    have hr : μ * μ = c ^ 4 + c ^ 2 * q ^ 2 := by exact_mod_cast hc
    have hs : √(c ^ 4 + c ^ 2 * q ^ 2) = μ := by
      rw [← hr, Real.sqrt_mul_self hμ.le]
    unfold diracEnergy
    linarith
  · intro h
    have hr : μ * μ = c ^ 4 + c ^ 2 * q ^ 2 := by
      linear_combination diracEnergy_quadratic c q + (μ + c ^ 2 + diracEnergy c q) * h
    have hc : (c : ℂ) ^ 4 + (c : ℂ) ^ 2 * (q : ℂ) ^ 2 = (μ : ℂ) * μ := by
      exact_mod_cast hr.symm
    -- adding `μ` to the Hamiltonian gives a map that sends an upper basis spinor to an eigenvector
    let e : Fin 2 ⊕ Fin 2 → ℂ := Pi.single (Sum.inl 0) 1
    refine ⟨freeDirac c p *ᵥ e + (μ : ℂ) • e, ?_, ?_⟩
    · intro hz
      have h1 : (freeDirac c p *ᵥ e + (μ : ℂ) • e) (Sum.inl 0) = ((c ^ 2 + μ : ℝ) : ℂ) := by
        simp [e, freeDirac]
      have h0 : ((c ^ 2 + μ : ℝ) : ℂ) = 0 := by
        rw [← h1, hz]
        rfl
      have h2 := Complex.ofReal_eq_zero.1 h0
      nlinarith [sq_nonneg c]
    · rw [Matrix.mulVec_add, hsq, Matrix.mulVec_smul, hc]
      module

/-- At every speed of light, `c²` times the deviation from the Schrödinger kinetic energy
equals minus half the square of the Dirac energy without rest energy. -/
theorem correction_identity (c q : ℝ) :
    c ^ 2 * (diracEnergy c q - q ^ 2 / 2) = -diracEnergy c q ^ 2 / 2 := by
  linear_combination (1 / 2) * diracEnergy_quadratic c q

/-- For nonzero `c` the Dirac energy without rest energy lies between the Schrödinger value
with its first relativistic correction and the Schrödinger value itself. -/
theorem diracEnergy_bounds (c q : ℝ) (hc : c ≠ 0) :
    q ^ 2 / 2 - q ^ 4 / (8 * c ^ 2) ≤ diracEnergy c q ∧ diracEnergy c q ≤ q ^ 2 / 2 := by
  have hc2 : 0 < c ^ 2 := by positivity
  have hid := correction_identity c q
  have h0 : 0 ≤ diracEnergy c q := by
    have h : (c ^ 2) ^ 2 ≤ c ^ 4 + c ^ 2 * q ^ 2 := by nlinarith [sq_nonneg (c * q)]
    exact sub_nonneg.2 ((le_abs_self _).trans (Real.abs_le_sqrt h))
  have hu : diracEnergy c q ≤ q ^ 2 / 2 := by
    by_contra h
    have := mul_pos hc2 (sub_pos.2 (not_le.1 h))
    nlinarith [sq_nonneg (diracEnergy c q)]
  refine ⟨?_, hu⟩
  -- the upper bound, squared, controls the correction
  have h2 : diracEnergy c q ^ 2 ≤ (q ^ 2 / 2) ^ 2 := pow_le_pow_left₀ h0 hu 2
  have h3 : q ^ 2 / 2 - diracEnergy c q ≤ q ^ 4 / (8 * c ^ 2) := by
    rw [le_div_iff₀ (by positivity)]
    nlinarith
  linarith

/-- As `c` tends to infinity at fixed momentum `q`, the Dirac energy without rest energy tends
to `q²/2`, and `c²` times its deviation from `q²/2` tends to `-q⁴/8`. -/
theorem nonrelativistic_limit (q : ℝ) :
    Tendsto (fun c => diracEnergy c q) atTop (𝓝 (q ^ 2 / 2)) ∧
    Tendsto (fun c => c ^ 2 * (diracEnergy c q - q ^ 2 / 2)) atTop (𝓝 (-q ^ 4 / 8)) := by
  have h1 : Tendsto (fun c => diracEnergy c q) atTop (𝓝 (q ^ 2 / 2)) := by
    have hg : Tendsto (fun c : ℝ => 8 * c ^ 2) atTop atTop :=
      (tendsto_pow_atTop two_ne_zero).const_mul_atTop (by norm_num)
    have hd : Tendsto (fun c : ℝ => q ^ 4 / (8 * c ^ 2)) atTop (𝓝 0) :=
      tendsto_const_nhds.div_atTop hg
    have hl : Tendsto (fun c : ℝ => q ^ 2 / 2 - q ^ 4 / (8 * c ^ 2)) atTop
        (𝓝 (q ^ 2 / 2)) := by
      simpa using hd.const_sub (q ^ 2 / 2)
    refine tendsto_of_tendsto_of_tendsto_of_le_of_le' hl tendsto_const_nhds ?_ ?_
    · filter_upwards [eventually_gt_atTop 0] with c hc
      exact (diracEnergy_bounds c q hc.ne').1
    · filter_upwards [eventually_gt_atTop 0] with c hc
      exact (diracEnergy_bounds c q hc.ne').2
  refine ⟨h1, ?_⟩
  -- insert the limit into the exact identity for the correction
  have h2 := (h1.pow 2).neg.div_const 2
  have e : -(q ^ 2 / 2) ^ 2 / 2 = -q ^ 4 / 8 := by ring
  rw [e] at h2
  exact h2.congr fun c => (correction_identity c q).symm

/-- Subtract from the Dirac energy without rest energy both the Schrödinger value `q²/2` and the
first correction `-q⁴/(8c²)`. The remainder multiplied by `c⁴` tends to `q⁶/16` as `c` tends to
infinity at fixed `q`. -/
theorem second_correction (q : ℝ) :
    Tendsto (fun c => c ^ 2 * (c ^ 2 * (diracEnergy c q - q ^ 2 / 2) + q ^ 4 / 8))
      atTop (𝓝 (q ^ 6 / 16)) := by
  obtain ⟨h1, h2⟩ := nonrelativistic_limit q
  have h3 := (h2.mul (h1.add_const (q ^ 2 / 2))).div_const (-2)
  have e : -q ^ 4 / 8 * (q ^ 2 / 2 + q ^ 2 / 2) / (-2) = q ^ 6 / 16 := by ring
  rw [e] at h3
  refine h3.congr fun c => ?_
  -- factor the difference of the two squared energies
  linear_combination (-c ^ 2) * correction_identity c q

end

end FreeDiracLimit
```

```lean
#print axioms FreeDiracLimit.positive_eigenvalue_iff
-- 'FreeDiracLimit.positive_eigenvalue_iff' depends on axioms: [propext, Classical.choice, Quot.sound]
#print axioms FreeDiracLimit.second_correction
-- 'FreeDiracLimit.second_correction' depends on axioms: [propext, Classical.choice, Quot.sound]
```

## From matrix entries to the eigenvalue theorem

`sigmaDot_sq` compares the four matrix entries one at a time. On the diagonal, `linear_combination` supplies $i^2 = -1$ through `Complex.I_sq`; off the diagonal, `ring` performs the cancellation. `freeDirac_sq` multiplies the block matrices with `fromBlocks_multiply`, substitutes the previous lemma, and lets `module` compare the blocks.

In `positive_eigenvalue_iff`, the local statement `hsq` is $H^2v = (c^4 + c^2q^2)v$ for every spinor $v$. In the forward direction, `smul_left_injective` removes the nonzero $\psi$ from $\mu^2\psi = (c^4 + c^2q^2)\psi$. The equation is then carried from complex to real numbers, and `Real.sqrt_mul_self` takes the root, using the positivity of $\mu$.

In the backward direction, `diracEnergy_quadratic` supplies $\mu^2 = c^4 + c^2q^2$. The witness is $(H + \mu)e$, with `e` defined by `Pi.single (Sum.inl 0) 1`. If it were zero, its first component would give $c^2 + \mu = 0$, which `nlinarith` refutes. The eigenvalue equation follows from `hsq`.

## From the quadratic equation to the limits

`diracEnergy_quadratic` squares the root with `Real.sq_sqrt`, and `correction_identity` is half of that equation. `diracEnergy_bounds` first proves $E \ge 0$. It obtains the upper bound by contradiction: if $E > q^2/2$, the left side of the identity would be positive while the right side is not. Squaring the upper bound with `pow_le_pow_left₀` then yields the lower one.

`nonrelativistic_limit` applies the squeeze theorem, `tendsto_of_tendsto_of_tendsto_of_le_of_le'`. This version needs the bounds only for large $c$, and `filter_upwards` supplies them for $c > 0$. The second limit comes from squaring the first, changing sign and halving; `correction_identity` turns the result into the required expression.

`second_correction` multiplies the two known limits as in the factorisation of $D + q^4/8$ above. Its last `linear_combination` checks that factorisation at each $c$, using the exact identity once more.
